# Determinant overlap bounds the mismatch of aligned orthonormal orbitals

The aligning rotation U is taken as given: any unitary matrix that makes Uᴴ Aᴴ B positive semidefinite is admitted, whichever routine produced it. Here A and B are complex n × k matrices whose columns are two sets of k orthonormal spin orbitals in a common orthonormal basis, and ᴴ is the conjugate transpose. Write

R = Uᴴ Aᴴ B,

d = |det(Aᴴ B)|,

M = ∑_i ∑_j |(AU − B)_ij|².

M is the squared Frobenius norm of the orbital difference after alignment, and d is the modulus of the overlap of the two Slater determinants. For k ≥ 1,

2(1 − d) ≤ M ≤ 2k(1 − d^(1/k)).

For a single orbital the two bounds coincide.

## Comparing the occupied orbitals of two SCF solutions

A code that compares two SCF solutions may have both numbers at hand: the modulus d of the determinant overlap, unchanged by rotations among the occupied orbitals, and the difference of the aligned coefficients. For single determinants in one finite orthonormal basis, the bounds convert either number into a range for the other and give a consistency check on the alignment routine.

With ten orbitals and d = 0.9, M lies between 0.2 and about 0.2096. At d = 0 the range is much wider, from 2 to 2k, because a single orbital orthogonal to the other set is enough to make the determinant vanish.

A suitable U comes from a singular value decomposition Aᴴ B = W Σ Vᴴ. Setting U = W Vᴴ gives R = V Σ Vᴴ, which is positive semidefinite. In a non-orthogonal basis with overlap matrix S, the bounds apply after the coefficients C of both solutions are replaced by, for example, S^(1/2) C.

## From the Gram matrix to the determinant

Let D = AU − B. Orthonormality means Aᴴ A = 1 and Bᴴ B = 1, and R is Hermitian, so

DᴴD = Uᴴ Aᴴ A U − Uᴴ Aᴴ B − Bᴴ A U + Bᴴ B = 1 − R − Rᴴ + 1 = 2·1 − 2R.

The trace of DᴴD is the sum of |D_ij|² over all entries, hence

M = 2k − 2 tr R.

From Uᴴ U = 1 it follows that |det U|² = 1, so |det R| = |det U| · |det(Aᴴ B)| = d. Let r_i ≥ 0 be the eigenvalues of R, with i now running over the k orbital labels. Then

d = ∏_i r_i and tr R = ∑_i r_i.

The arithmetic-geometric mean inequality gives

d^(1/k) ≤ (1/k) tr R,

and inserting k d^(1/k) ≤ tr R into the trace formula yields M ≤ 2k − 2k d^(1/k).

For the lower bound, take a unit eigenvector v of R with eigenvalue r. Then

0 ≤ ‖Dv‖² = vᴴ(2·1 − 2R)v = 2 − 2r,

so every eigenvalue lies in [0, 1]. If r and P both lie in [0, 1], then

(1 − r) + (1 − P) − (1 − rP) = (1 − r)(1 − P) ≥ 0.

Adding one eigenvalue at a time, with P the product of those already included, gives

1 − d ≤ ∑_i (1 − r_i) = k − tr R = M/2.

The upper bound is attained when Aᴴ B = cU with c ≥ 0: then R = c·1, d = c^k and M = 2k(1 − c). If d = 1, the upper bound is zero, so every entry of AU − B vanishes and AU = B.

## The bounds in Lean

```lean
import Mathlib

open Matrix
open scoped ComplexOrder

namespace DeterminantOverlapMismatch

noncomputable section

variable {n κ : Type*} [Fintype n] [Fintype κ] [DecidableEq κ]

/-- The orbital mismatch: the squared Frobenius norm of the difference of two
orbital coefficient matrices. -/
def mismatch (X Y : Matrix n κ ℂ) : ℝ := ∑ i, ∑ j, ‖X i j - Y i j‖ ^ 2

/-- The determinant overlap: the modulus of the overlap of the two Slater determinants
built from the columns of `A` and of `B`. -/
def detOverlap (A B : Matrix n κ ℂ) : ℝ := ‖(Aᴴ * B).det‖

/-- For orthonormal orbitals and a Hermitian rotated overlap `R = Uᴴ Aᴴ B`, the Gram matrix
of the orbital differences is `2 - 2R`. -/
theorem gram_difference {A B : Matrix n κ ℂ} {U : Matrix κ κ ℂ}
    (hA : Aᴴ * A = 1) (hB : Bᴴ * B = 1) (hU : U ∈ unitaryGroup κ ℂ)
    (hR : (Uᴴ * Aᴴ * B).IsHermitian) :
    (A * U - B)ᴴ * (A * U - B) = 1 + 1 - (Uᴴ * Aᴴ * B + Uᴴ * Aᴴ * B) := by
  have hU' : Uᴴ * U = 1 := mem_unitaryGroup_iff'.mp hU
  have h1 : (A * U)ᴴ * (A * U) = 1 := by
    rw [conjTranspose_mul, Matrix.mul_assoc, ← Matrix.mul_assoc Aᴴ, hA, Matrix.one_mul, hU']
  have h2 : (A * U)ᴴ * B = Uᴴ * Aᴴ * B := by rw [conjTranspose_mul]
  have h3 : Bᴴ * (A * U) = Uᴴ * Aᴴ * B := by
    calc Bᴴ * (A * U) = ((A * U)ᴴ * B)ᴴ := by
          rw [conjTranspose_mul, conjTranspose_conjTranspose]
      _ = Uᴴ * Aᴴ * B := by rw [h2, hR.eq]
  rw [conjTranspose_sub, Matrix.sub_mul, Matrix.mul_sub, Matrix.mul_sub, h1, h2, h3, hB]
  abel

/-- For orthonormal orbitals, the mismatch after the unitary rotation `U` is `2k - 2 tr R`, with `k`
the number of orbitals and `R = Uᴴ Aᴴ B` Hermitian. -/
theorem mismatch_eq_trace {A B : Matrix n κ ℂ} {U : Matrix κ κ ℂ}
    (hA : Aᴴ * A = 1) (hB : Bᴴ * B = 1) (hU : U ∈ unitaryGroup κ ℂ)
    (hR : (Uᴴ * Aᴴ * B).IsHermitian) :
    mismatch (A * U) B = 2 * Fintype.card κ - 2 * (Uᴴ * Aᴴ * B).trace.re := by
  -- the squared Frobenius norm is the trace of the Gram matrix
  have h : ((mismatch (A * U) B : ℝ) : ℂ) = ((A * U - B)ᴴ * (A * U - B)).trace := by
    unfold mismatch
    rw [Finset.sum_comm]
    push_cast
    exact Finset.sum_congr rfl fun j _ => Finset.sum_congr rfl fun i _ =>
      (Complex.conj_mul' _).symm
  rw [gram_difference hA hB hU hR, trace_sub, trace_add, trace_add, trace_one] at h
  have h' := congrArg Complex.re h
  simp only [Complex.ofReal_re, Complex.sub_re, Complex.add_re, Complex.natCast_re] at h'
  linarith

/-- Rotating the orbitals of one determinant by a unitary matrix leaves the modulus of the
determinant overlap unchanged. -/
theorem norm_det_rotated (A B : Matrix n κ ℂ) {U : Matrix κ κ ℂ}
    (hU : U ∈ unitaryGroup κ ℂ) : ‖(Uᴴ * Aᴴ * B).det‖ = detOverlap A B := by
  have hU' : Uᴴ * U = 1 := mem_unitaryGroup_iff'.mp hU
  have h := congrArg (fun M : Matrix κ κ ℂ => ‖M.det‖) hU'
  simp only [det_mul, det_conjTranspose, norm_mul, norm_star, det_one, norm_one] at h
  have h1 : ‖U.det‖ = 1 := by
    have h0 := norm_nonneg U.det
    apply le_antisymm <;> nlinarith
  rw [Matrix.mul_assoc, det_mul, norm_mul, det_conjTranspose, norm_star, h1, one_mul, detOverlap]

/-- The modulus of the determinant of a positive semidefinite matrix is the product of its
eigenvalues. -/
theorem norm_det_eq_prod {R : Matrix κ κ ℂ} (hR : R.PosSemidef) :
    ‖R.det‖ = ∏ i, hR.1.eigenvalues i := by
  rw [hR.1.det_eq_prod_eigenvalues, norm_prod]
  exact Finset.prod_congr rfl fun i _ =>
    (RCLike.norm_ofReal _).trans (abs_of_nonneg (hR.eigenvalues_nonneg i))

/-- **Determinant overlap bounds orbital mismatch.** If a unitary `U` makes the rotated overlap `Uᴴ
Aᴴ B` of `k ≥ 1` orthonormal orbitals positive semidefinite, the mismatch is at most `2k (1 - |det
(Aᴴ B)|^(1/k))`. -/
theorem mismatch_le_detOverlap [Nonempty κ] {A B : Matrix n κ ℂ} {U : Matrix κ κ ℂ}
    (hA : Aᴴ * A = 1) (hB : Bᴴ * B = 1) (hU : U ∈ unitaryGroup κ ℂ)
    (hR : (Uᴴ * Aᴴ * B).PosSemidef) :
    mismatch (A * U) B ≤
      2 * Fintype.card κ * (1 - detOverlap A B ^ ((Fintype.card κ : ℝ)⁻¹)) := by
  have hk : (0 : ℝ) < Fintype.card κ := by exact_mod_cast Fintype.card_pos
  have ht : (Uᴴ * Aᴴ * B).trace.re = ∑ i, hR.1.eigenvalues i := by
    conv_lhs => rw [hR.1.trace_eq_sum_eigenvalues]
    simp
  -- arithmetic-geometric mean inequality for the eigenvalues of the rotated overlap
  have h := Real.geom_mean_le_arith_mean_weighted Finset.univ
    (fun _ : κ => (Fintype.card κ : ℝ)⁻¹) hR.1.eigenvalues
    (fun _ _ => by positivity) (by simp [hk.ne']) (fun i _ => hR.eigenvalues_nonneg i)
  rw [Real.finsetProd_rpow _ _ (fun i _ => hR.eigenvalues_nonneg i), ← Finset.mul_sum,
    ← norm_det_eq_prod hR, norm_det_rotated A B hU, ← ht] at h
  have h2 := mul_le_mul_of_nonneg_left h hk.le
  rw [← mul_assoc, mul_inv_cancel₀ hk.ne', one_mul] at h2
  rw [mismatch_eq_trace hA hB hU hR.1]
  linarith

/-- If a unitary `U` makes the rotated overlap `Uᴴ Aᴴ B` of orthonormal orbitals positive
semidefinite, the mismatch is at least `2 (1 - |det (Aᴴ B)|)`. -/
theorem detOverlap_le_mismatch {A B : Matrix n κ ℂ} {U : Matrix κ κ ℂ}
    (hA : Aᴴ * A = 1) (hB : Bᴴ * B = 1) (hU : U ∈ unitaryGroup κ ℂ)
    (hR : (Uᴴ * Aᴴ * B).PosSemidef) :
    2 * (1 - detOverlap A B) ≤ mismatch (A * U) B := by
  have ht : (Uᴴ * Aᴴ * B).trace.re = ∑ i, hR.1.eigenvalues i := by
    conv_lhs => rw [hR.1.trace_eq_sum_eigenvalues]
    simp
  -- the Gram matrix `2 - 2R` is positive semidefinite, so no eigenvalue of `R` exceeds one
  have hle : ∀ i, hR.1.eigenvalues i ≤ 1 := by
    intro i
    have hs : star (hR.1.eigenvectorBasis i).ofLp ⬝ᵥ (hR.1.eigenvectorBasis i).ofLp = 1 := by
      have h2 := EuclideanSpace.norm_sq_eq (hR.1.eigenvectorBasis i)
      rw [hR.1.eigenvectorBasis.orthonormal.1 i] at h2
      have h3 : star (hR.1.eigenvectorBasis i).ofLp ⬝ᵥ (hR.1.eigenvectorBasis i).ofLp
          = ((∑ j, ‖(hR.1.eigenvectorBasis i).ofLp j‖ ^ 2 : ℝ) : ℂ) := by
        push_cast
        exact Finset.sum_congr rfl fun j _ => Complex.conj_mul' _
      rw [h3, ← h2]
      norm_num
    have hp := (posSemidef_conjTranspose_mul_self (A * U - B)).dotProduct_mulVec_nonneg
      (hR.1.eigenvectorBasis i).ofLp
    rw [gram_difference hA hB hU hR.1, sub_mulVec, add_mulVec, add_mulVec, one_mulVec,
      hR.1.mulVec_eigenvectorBasis, dotProduct_sub, dotProduct_add, dotProduct_add,
      dotProduct_smul, hs] at hp
    have hp' := (Complex.le_def.mp hp).1
    simp at hp'
    linarith
  -- for numbers in [0,1], the defect of the product is at most the sum of the defects
  have hprod : ∀ s : Finset κ,
      1 - ∏ i ∈ s, hR.1.eigenvalues i ≤ ∑ i ∈ s, (1 - hR.1.eigenvalues i) := by
    intro s
    induction s using Finset.induction_on with
    | empty => simp
    | insert a s ha ih =>
      rw [Finset.prod_insert ha, Finset.sum_insert ha]
      have hP : ∏ i ∈ s, hR.1.eigenvalues i ≤ 1 :=
        Finset.prod_le_one (fun i _ => hR.eigenvalues_nonneg i) (fun i _ => hle i)
      nlinarith [mul_nonneg (sub_nonneg.mpr (hle a)) (sub_nonneg.mpr hP)]
  have h := hprod Finset.univ
  rw [← norm_det_eq_prod hR, norm_det_rotated A B hU, Finset.sum_sub_distrib, ← ht] at h
  simp only [Finset.sum_const, Finset.card_univ, nsmul_eq_mul, mul_one] at h
  rw [mismatch_eq_trace hA hB hU hR.1]
  linarith

/-- For `k ≥ 1` orthonormal orbitals, the mismatch equals `2k (1 - |det (Aᴴ B)|^(1/k))` whenever the
overlap matrix `Aᴴ B` is a nonnegative multiple of the unitary `U`. -/
theorem mismatch_eq_of_uniform_overlap [Nonempty κ] {A B : Matrix n κ ℂ} {U : Matrix κ κ ℂ}
    (hA : Aᴴ * A = 1) (hB : Bᴴ * B = 1) (hU : U ∈ unitaryGroup κ ℂ)
    {c : ℝ} (hc : 0 ≤ c) (h : Aᴴ * B = (c : ℂ) • U) :
    mismatch (A * U) B =
      2 * Fintype.card κ * (1 - detOverlap A B ^ ((Fintype.card κ : ℝ)⁻¹)) := by
  have hU' : Uᴴ * U = 1 := mem_unitaryGroup_iff'.mp hU
  have hR : Uᴴ * Aᴴ * B = (c : ℂ) • (1 : Matrix κ κ ℂ) := by
    rw [Matrix.mul_assoc, h, Matrix.mul_smul, hU']
  have hH : (Uᴴ * Aᴴ * B).IsHermitian := by
    rw [hR, Matrix.IsHermitian, conjTranspose_smul, conjTranspose_one]
    simp
  have hd : detOverlap A B = c ^ Fintype.card κ := by
    rw [← norm_det_rotated A B hU, hR, det_smul, det_one, mul_one, norm_pow,
      Complex.norm_of_nonneg hc]
  rw [mismatch_eq_trace hA hB hU hH, hd, Real.pow_rpow_inv_natCast hc Fintype.card_ne_zero,
    hR, trace_smul, trace_one]
  simp
  ring

/-- If the determinant overlap of two nonempty sets of orthonormal orbitals is one, a unitary `U`
that makes `Uᴴ Aᴴ B` positive semidefinite carries the orbitals `A` exactly onto the orbitals `B`.
-/
theorem orbitals_eq_of_detOverlap_eq_one [Nonempty κ] {A B : Matrix n κ ℂ}
    {U : Matrix κ κ ℂ} (hA : Aᴴ * A = 1) (hB : Bᴴ * B = 1) (hU : U ∈ unitaryGroup κ ℂ)
    (hR : (Uᴴ * Aᴴ * B).PosSemidef) (h1 : detOverlap A B = 1) : A * U = B := by
  have h := mismatch_le_detOverlap hA hB hU hR
  rw [h1, Real.one_rpow, sub_self, mul_zero] at h
  ext i j
  -- the squared modulus of a single entry is bounded by the whole sum of squares
  have hi : ∑ j, ‖(A * U) i j - B i j‖ ^ 2 ≤ mismatch (A * U) B :=
    Finset.single_le_sum (f := fun i => ∑ j, ‖(A * U) i j - B i j‖ ^ 2)
      (fun _ _ => Finset.sum_nonneg fun _ _ => sq_nonneg _) (Finset.mem_univ i)
  have hj : ‖(A * U) i j - B i j‖ ^ 2 ≤ ∑ j, ‖(A * U) i j - B i j‖ ^ 2 :=
    Finset.single_le_sum (f := fun j => ‖(A * U) i j - B i j‖ ^ 2)
      (fun _ _ => sq_nonneg _) (Finset.mem_univ j)
  have h0 : ‖(A * U) i j - B i j‖ ^ 2 = 0 := le_antisymm (by linarith) (sq_nonneg _)
  exact sub_eq_zero.mp (norm_eq_zero.mp (pow_eq_zero_iff two_ne_zero |>.mp h0))

/-- Two orthonormal orbital pairs in three dimensions, with the swap of the two orbitals as
`U`, satisfy the hypotheses of the mismatch bounds. -/
theorem mismatch_witness :
    let A : Matrix (Fin 3) (Fin 2) ℂ := !![0, 1; 1, 0; 0, 0]
    let B : Matrix (Fin 3) (Fin 2) ℂ := !![1, 0; 0, 3 / 5; 0, 4 / 5]
    let U : Matrix (Fin 2) (Fin 2) ℂ := !![0, 1; 1, 0]
    Aᴴ * A = 1 ∧ Bᴴ * B = 1 ∧ U ∈ unitaryGroup (Fin 2) ℂ ∧ (Uᴴ * Aᴴ * B).PosSemidef := by
  intro A B U
  have c3 : (starRingEnd ℂ) 3 = 3 := by apply Complex.ext <;> simp
  have c4 : (starRingEnd ℂ) 4 = 4 := by apply Complex.ext <;> simp
  have c5 : (starRingEnd ℂ) 5 = 5 := by apply Complex.ext <;> simp
  refine ⟨?_, ?_, ?_, ?_⟩
  · ext i j
    fin_cases i <;> fin_cases j <;> simp [A, Matrix.mul_apply, Fin.sum_univ_succ]
  · ext i j
    fin_cases i <;> fin_cases j <;>
      simp [B, Matrix.mul_apply, Fin.sum_univ_succ, c3, c4, c5]
    norm_num
  · rw [mem_unitaryGroup_iff']
    ext i j
    fin_cases i <;> fin_cases j <;>
      simp [U, Matrix.mul_apply, Fin.sum_univ_succ, star_eq_conjTranspose]
  · -- the rotated overlap is diagonal with nonnegative entries
    have h : Uᴴ * Aᴴ * B = diagonal (![1, 3 / 5] : Fin 2 → ℂ) := by
      ext i j
      fin_cases i <;> fin_cases j <;>
        simp [A, B, U, Matrix.mul_apply, Fin.sum_univ_succ]
    rw [h]
    have h35 : (0 : ℂ) ≤ ((3 / 5 : ℝ) : ℂ) := Complex.zero_le_real.mpr (by norm_num)
    push_cast at h35
    refine PosSemidef.diagonal ?_
    intro i
    fin_cases i
    · exact zero_le_one (α := ℂ)
    · exact h35

end

end DeterminantOverlapMismatch
```

```lean
#print axioms DeterminantOverlapMismatch.mismatch_le_detOverlap
#print axioms DeterminantOverlapMismatch.detOverlap_le_mismatch
#print axioms DeterminantOverlapMismatch.mismatch_eq_of_uniform_overlap
#print axioms DeterminantOverlapMismatch.orbitals_eq_of_detOverlap_eq_one
```

```
'DeterminantOverlapMismatch.mismatch_le_detOverlap' depends on axioms: [propext, Classical.choice, Quot.sound]
'DeterminantOverlapMismatch.detOverlap_le_mismatch' depends on axioms: [propext, Classical.choice, Quot.sound]
'DeterminantOverlapMismatch.mismatch_eq_of_uniform_overlap' depends on axioms: [propext, Classical.choice, Quot.sound]
'DeterminantOverlapMismatch.orbitals_eq_of_detOverlap_eq_one' depends on axioms: [propext, Classical.choice, Quot.sound]
```

## Reading the theorems as statements about orbitals

The finite type `n` labels basis functions and `κ` labels orbitals, so `Fintype.card κ` is k. The hypotheses `hA` and `hB` state orthonormality, `hU` states that U is unitary, and `hR` states that the rotated overlap is positive semidefinite, which includes being Hermitian. `mismatch (A * U) B` is M, written as an explicit sum so that no choice of matrix norm is involved. `detOverlap A B` is d.

`mismatch_le_detOverlap` is the upper bound. It assumes `[Nonempty κ]`, since the exponent 1/k needs at least one orbital. `detOverlap_le_mismatch` is the lower bound and needs no such assumption; without orbitals it reads 0 ≤ 0. `mismatch_eq_of_uniform_overlap` gives the case of equality in the upper bound, and `orbitals_eq_of_detOverlap_eq_one` gives AU = B at unit overlap.

Three matters are left to the user of the theorems:

- The existence of U is assumed. The decomposition above supplies it in exact arithmetic; a computed U satisfies the hypotheses only up to rounding, and the theorems contain no error term for that.
- `detOverlap` is defined as the modulus of the determinant of the orbital overlap matrix. That this determinant equals the inner product of the two normalised Slater determinants is a standard identity, which the file doesn't prove.
- Both orbital sets live in the same finite orthonormal basis. Atom-centred bases at two different geometries don't meet this condition without further treatment.

`mismatch_witness` shows that the hypotheses are satisfiable in a case that is not trivial: two orbitals in a basis of three functions, with U swapping them and R = diag(1, 3/5). By the formulas above, d = 0.6 and M = 0.8. The lower bound is then attained, and the upper bound is about 0.902.

## How the lemmas follow the derivation

`gram_difference` expands DᴴD. Its steps `h1`, `h2` and `h3` evaluate the rotated Gram matrix and the two cross terms, with Hermiticity entering in `h3`. `mismatch_eq_trace` exchanges the two sums to recognise the trace, then takes real parts to obtain M = 2k − 2 tr R.

`norm_det_rotated` takes determinants in Uᴴ U = 1 to get |det U| = 1, and `norm_det_eq_prod` writes |det R| as the product of the eigenvalues. The main theorem applies `Real.geom_mean_le_arith_mean_weighted` with every weight equal to 1/k. It then rewrites the product as d and the sum as the trace, multiplies by k, and finishes with `linarith`.

In the lower bound, `hle` tests the positive semidefinite Gram matrix on a normalised eigenvector to show r ≤ 1. `hprod` is the induction over eigenvalues, where `nlinarith` receives the product (1 − r)(1 − P) ≥ 0.

The equality theorem substitutes R = c·1 into the trace and determinant formulas. The theorem for unit overlap bounds each squared entry first by its row sum and then by M, which is at most zero. The witness is checked entry by entry, and its rotated overlap is positive semidefinite because it is diagonal with nonnegative entries.

## The same inequality for density matrices

Applying the mean inequality to r_i² instead of r_i bounds the difference of the one-particle density matrices P_A = AAᴴ and P_B = BBᴴ, a consequence derived here by hand and not included in the file. Both are projectors of rank k, and tr(P_A P_B) = tr(RᴴR) = ∑_i r_i², so

‖P_A − P_B‖² = 2k − 2 ∑_i r_i² ≤ 2k(1 − d^(2/k)),

with the Frobenius norm on the left. The left side doesn't depend on U, so this version can be evaluated without aligning the orbitals.
